# k completed steps of two-sided Lanczos match the spectral moments 0 to 2k − 1

## One step: an error needs both residuals

Take a square matrix A, not necessarily symmetric, and two vectors v and w with w · v = 1. The dot product is the plain sum of products, without complex conjugation. Let t = w · Av, and split off what A adds to each vector:

Av = t v + r

Aᵀw = t w + s

By the choice of t, both w · r = 0 and s · v = 0. The 1 × 1 matrix t therefore gives the moments of order 0 and 1 correctly, since w · v = 1 and w · Av = t. At order 2, let one factor of A act to the left:

w · A²v = (t w + s) · (t v + r) = t² + s · r

A single residual is invisible to the opposite Lanczos vector. An error appears only when the left and right residuals meet, which first happens at order 2. With k steps the same mechanism protects every order up to 2k − 1.

## The moments for k steps

Let k = p + 1, and number the Lanczos vectors from 0 to p. The right vectors v₀, …, vₚ are the columns of V, and the left vectors w₀, …, wₚ are the columns of W. Let e₀, …, eₚ be the unit vectors of the k-dimensional Lanczos space, and let T be a tridiagonal k × k matrix. Assume

WᵀV = 1

AV = VT + r eₚᵀ

AᵀW = WTᵀ + s eₚᵀ

Wᵀr = 0

The claim is that w₀ · A^m v₀ = (T^m)₀₀ for all m ≤ 2p + 1 = 2k − 1.

Apply the right recursion to a vector y with last component yₚ:

A(Vy) = V(Ty) + yₚ r

Because T is tridiagonal, each application moves at most one site along the chain, so T^m e₀ has no components beyond site m. For m < p its last component vanishes and no residual is produced. Induction from v₀ = Ve₀ gives, for m ≤ p,

A^m v₀ = V T^m e₀

The same argument for Aᵀ gives (Aᵀ)^i w₀ = W(Tᵀ)^i e₀ for i ≤ p.

The case m = 0 is w₀ · v₀ = 1. For 1 ≤ m ≤ 2p + 1, write m = i + j + 1 with i and j at most p. On the right, the last of the j + 1 powers may produce a residual:

A^(j+1) v₀ = V T^(j+1) e₀ + c r, with c = (T^j)ₚ₀

The remaining i powers act to the left, and Wᵀr = 0 removes the residual:

w₀ · A^m v₀ = (W(Tᵀ)^i e₀) · (V T^(j+1) e₀ + c r) = ((Tᵀ)^i e₀) · (T^(j+1) e₀) = (T^m)₀₀

## The resolvent element and its remainder

Let G = (ω − A)⁻¹ and g = (ω − T)⁻¹, assuming that both inverses exist. The shifted recursion, applied to y = g e₀, reads

(ω − A) V g e₀ = v₀ − gₚ₀ r

Multiplying by G gives the right response vector, and the transposed argument gives the left one:

G v₀ = V g e₀ + gₚ₀ G r

Gᵀw₀ = W gᵀe₀ + g₀ₚ Gᵀs

Take the product of w₀ with the first equation. Biorthogonality turns the leading term into g₀₀, leaving

w₀ · G v₀ = g₀₀ + gₚ₀ (w₀ · G r)

By the second equation and Wᵀr = 0, w₀ · G r = g₀ₚ (s · G r). Hence

w₀ · G v₀ = g₀₀ + g₀ₚ gₚ₀ (s · G r)

Again both residuals are needed: if either r or s is zero, the Lanczos value g₀₀ is exact.

In coupled-cluster linear response, A can be the Jacobian, and the identity then describes one resolvent element in a finite excitation space and exact arithmetic, not the complete response function. Starting vectors with a nonzero overlap other than 1 must first be rescaled, and the element multiplied by that overlap afterwards.

## The Lanczos relations in Lean

The entries lie in an arbitrary field `K`, so real and complex matrices are both covered. The type `n` labels the basis of the original space, and `Fin (p + 1)` labels the Lanczos vectors, which makes k at least 1.

```lean
import Mathlib

open Matrix

namespace TwoSidedLanczos

noncomputable section

variable {K n : Type*} [Field K] {p : ℕ}
```

`firstCol` extracts column 0: `firstCol V` is v₀ and `firstCol W` is w₀. The docstrings count from 1, so their v₁, eₖ and gₖ₁ are v₀, eₚ and gₚ₀ here.

```lean
/-- The first column of a matrix, for instance the starting vector of a Lanczos basis. -/
def firstCol (M : Matrix n (Fin (p + 1)) K) : n → K := fun i => M i 0
```

`Recursion` is the matrix equation with its residual. The term `vecMulVec r (Pi.single (Fin.last p) 1)` is r eₚᵀ, a matrix whose only possibly nonzero column is the last.

```lean
variable [Fintype n]

/-- The Lanczos recursion `A V = V T + r eₖᵀ` with `k = p + 1` basis vectors
and residual vector `r`. -/
def Recursion (A : Matrix n n K) (V : Matrix n (Fin (p + 1)) K)
    (T : Matrix (Fin (p + 1)) (Fin (p + 1)) K) (r : n → K) : Prop :=
  A * V = V * T + vecMulVec r (Pi.single (Fin.last p) 1)
```

The structure collects the hypotheses. The left recursion is the same predicate applied to `Aᵀ`, `W` and `Tᵀ`, which fixes the convention that both sides share one T. The field `residual` says that the next right direction is biorthogonal to all left vectors already built. The matching condition Vᵀs = 0 is not assumed; it follows by evaluating WᵀAV with each recursion in turn.

These are relations satisfied by the output of a Lanczos run. Whether an algorithm reaches them is a separate matter: a run can break down when a left and a right residual have zero overlap, and rounding gradually spoils biorthogonality.

```lean
/-- Data of `k = p + 1` steps of asymmetric Lanczos: biorthogonal right and left bases `V`, `W`,
a tridiagonal `T`, the recursions for `A` and `Aᵀ`, and a right residual orthogonal to `W`. -/
structure IsTwoSidedLanczos (A : Matrix n n K) (V W : Matrix n (Fin (p + 1)) K)
    (T : Matrix (Fin (p + 1)) (Fin (p + 1)) K) (r s : n → K) : Prop where
  biorth : Wᵀ * V = 1
  tridiag : ∀ i j : Fin (p + 1), (i : ℕ) + 1 < j ∨ (j : ℕ) + 1 < i → T i j = 0
  right : Recursion A V T r
  left : Recursion Aᵀ W Tᵀ s
  residual : Wᵀ *ᵥ r = 0
```

## From the recursion to the moments

The first lemma is v₀ = Ve₀, with e₀ written as the first column of the identity matrix.

```lean
variable {A : Matrix n n K} {V W : Matrix n (Fin (p + 1)) K}
  {T : Matrix (Fin (p + 1)) (Fin (p + 1)) K} {r s : n → K}

omit [Fintype n] in
/-- The first unit vector of the Lanczos space represents the starting vector. -/
theorem mulVec_firstCol_one (V : Matrix n (Fin (p + 1)) K) :
    V *ᵥ firstCol (1 : Matrix (Fin (p + 1)) (Fin (p + 1)) K) = firstCol V := by
  ext i
  exact congrFun (congrFun (Matrix.mul_one V) i) 0
```

Next comes A(Vy) = V(Ty) + yₚ r. The proof inserts the recursion and then checks componentwise that r eₚᵀ acting on y gives yₚ r.

```lean
/-- On a vector `V y` of the Lanczos space, `A` acts as `T` acts on `y`, plus the last
component of `y` times the residual. -/
theorem recursion_mulVec (h : Recursion A V T r) (y : Fin (p + 1) → K) :
    A *ᵥ (V *ᵥ y) = V *ᵥ (T *ᵥ y) + y (Fin.last p) • r := by
  unfold Recursion at h
  rw [mulVec_mulVec, h, add_mulVec, ← mulVec_mulVec]
  congr 1
  ext i
  simp [mulVec, dotProduct, vecMulVec_apply, Pi.single_apply, mul_comm]
```

`overlap` combines biorthogonality with Wᵀr = 0. It reduces a product of long vectors to one in the Lanczos space, whatever multiple of r is present.

```lean
/-- The overlap of a combination `W x` of the left Lanczos vectors with `V y + c r` is the plain
product `x · y`. -/
theorem overlap (L : IsTwoSidedLanczos A V W T r s) (x y : Fin (p + 1) → K) (c : K) :
    (W *ᵥ x) ⬝ᵥ (V *ᵥ y + c • r) = x ⬝ᵥ y := by
  rw [dotProduct_comm, dotProduct_mulVec, ← mulVec_transpose, mulVec_add, mulVec_smul,
    L.residual, mulVec_mulVec, L.biorth, one_mulVec, smul_zero, add_zero, dotProduct_comm]
```

`krylov` proves A^m v₀ = V T^m e₀ for m ≤ p. Its inner statement `reach` says that (T^m)ᵢ₀ = 0 when i > m. In the induction step, each term of the matrix product contains either an entry of T^m beyond its reach or an entry of T that would require a hop of more than one site. The second induction then applies `recursion_mulVec`, with the residual's coefficient equal to zero. Only the vanishing of T below its first subdiagonal is needed, so the lemma can also be applied to `Tᵀ` using the other half of tridiagonality.

```lean
variable [DecidableEq n]

/-- The Krylov vectors `A^m v₁` with `m ≤ k - 1` are represented exactly by the
powers of `T`. -/
theorem krylov (h : Recursion A V T r)
    (hT : ∀ i j : Fin (p + 1), (j : ℕ) + 1 < i → T i j = 0) (m : ℕ) (hm : m ≤ p) :
    A ^ m *ᵥ firstCol V = V *ᵥ firstCol (T ^ m) := by
  -- m hops along the chain reach at most site m
  have reach : ∀ (m : ℕ) (i : Fin (p + 1)), m < (i : ℕ) → (T ^ m) i 0 = 0 := by
    intro m
    induction m with
    | zero =>
      intro i hi
      have hne : i ≠ 0 := by
        rintro rfl
        simp at hi
      rw [pow_zero, Matrix.one_apply_ne hne]
    | succ m ih =>
      intro i hi
      rw [pow_succ', Matrix.mul_apply]
      apply Finset.sum_eq_zero
      intro j _
      by_cases hj : m < (j : ℕ)
      · rw [ih j hj, mul_zero]
      · rw [hT i j (by omega), zero_mul]
  induction m with
  | zero => rw [pow_zero, pow_zero, one_mulVec, mulVec_firstCol_one]
  | succ m ih =>
    have h0 : firstCol (T ^ m) (Fin.last p) = 0 :=
      reach m (Fin.last p) (by rw [Fin.val_last]; omega)
    rw [pow_succ', ← mulVec_mulVec, ih (by omega), recursion_mulVec h, h0,
      zero_smul, add_zero, pow_succ']
    rfl
```

`moments_match` is the main theorem: for every `m ≤ 2 * p + 1`, the moment of A equals the `0 0` entry of `T ^ m`. After separating m = 0, the proof takes i to be the smaller of m − 1 and p, and gives the rest to j. The long rewrite follows the derivation by hand: it moves i powers onto w₀, applies `krylov` on both sides, uses the recursion for the one extra power on the right, and removes the residual with `overlap`.

```lean
/-- Asymmetric Lanczos with `k = p + 1` steps reproduces the spectral moments:
`w₁ᵀ A^m v₁ = (T^m)₁₁` for all `m ≤ 2k - 1`. -/
theorem moments_match (L : IsTwoSidedLanczos A V W T r s) (m : ℕ) (hm : m ≤ 2 * p + 1) :
    firstCol W ⬝ᵥ (A ^ m *ᵥ firstCol V) = (T ^ m) 0 0 := by
  rcases m with _ | m
  · rw [pow_zero, pow_zero, one_mulVec]
    exact congrFun (congrFun L.biorth 0) 0
  · -- share the powers of A between the left and the right vector
    obtain ⟨i, j, hi, hj, rfl⟩ : ∃ i j, i ≤ p ∧ j ≤ p ∧ m = i + j :=
      ⟨min m p, m - min m p, by omega, by omega, by omega⟩
    rw [add_assoc, pow_add A i (j + 1), pow_succ' A j, ← mulVec_mulVec, ← mulVec_mulVec,
      dotProduct_mulVec, ← mulVec_transpose, transpose_pow,
      krylov L.left (fun a b h => L.tridiag b a (Or.inl h)) i hi,
      krylov L.right (fun a b h => L.tridiag a b (Or.inr h)) j hj,
      recursion_mulVec L.right, overlap L, ← transpose_pow, pow_add T i (j + 1),
      pow_succ' T j]
    rfl
```

## From the recursion to the resolvent

The resolvent uses Lean's matrix inverse, which is zero for a singular matrix; the theorems below exclude that case by requiring nonzero determinants. Physically, ω must be neither an eigenvalue of A, where the exact response has its possible poles, nor an eigenvalue of T, where the approximation has its own.

```lean
/-- The resolvent `(ω - M)⁻¹` of a matrix at frequency `ω`, meant for `det (ω - M) ≠ 0`. -/
def resolvent (ω : K) (M : Matrix n n K) : Matrix n n K :=
  (ω • (1 : Matrix n n K) - M)⁻¹
```

The next lemma allows the right-hand result to be used for the transposed problem.

```lean
omit [Fintype n] in
/-- Shifting a matrix by a frequency commutes with transposition. -/
theorem shift_transpose (ω : K) (M : Matrix n n K) :
    ω • (1 : Matrix n n K) - Mᵀ = (ω • (1 : Matrix n n K) - M)ᵀ := by
  rw [transpose_sub, transpose_smul, transpose_one]
```

`response_vector` first shows that ω − A and ω − T satisfy the same recursion with residual −r. It then applies `recursion_mulVec` to g e₀ and multiplies by the exact resolvent. It needs neither biorthogonality nor tridiagonality.

```lean
/-- The response vector `(ω - A)⁻¹ v₁` is its Lanczos approximation plus a multiple of the
response to the residual. -/
theorem response_vector (h : Recursion A V T r) (ω : K)
    (hA : (ω • (1 : Matrix n n K) - A).det ≠ 0)
    (hT : (ω • (1 : Matrix (Fin (p + 1)) (Fin (p + 1)) K) - T).det ≠ 0) :
    resolvent ω A *ᵥ firstCol V = V *ᵥ firstCol (resolvent ω T)
      + resolvent ω T (Fin.last p) 0 • (resolvent ω A *ᵥ r) := by
  -- the recursion survives the shift by ω
  have hs : Recursion (ω • (1 : Matrix n n K) - A) V
      (ω • (1 : Matrix (Fin (p + 1)) (Fin (p + 1)) K) - T) (-r) := by
    unfold Recursion at h ⊢
    rw [Matrix.sub_mul, h, Matrix.mul_sub, Matrix.smul_mul, Matrix.one_mul,
      Matrix.mul_smul, Matrix.mul_one, neg_vecMulVec]
    abel
  have h1 := recursion_mulVec hs (firstCol (resolvent ω T))
  have h2 : (ω • (1 : Matrix (Fin (p + 1)) (Fin (p + 1)) K) - T) *ᵥ firstCol (resolvent ω T)
      = firstCol (1 : Matrix (Fin (p + 1)) (Fin (p + 1)) K) := by
    ext i
    exact congrFun (congrFun (mul_nonsing_inv _ (isUnit_iff_ne_zero.mpr hT)) i) 0
  rw [h2, mulVec_firstCol_one, smul_neg] at h1
  have h4 : firstCol V = (ω • (1 : Matrix n n K) - A) *ᵥ (V *ᵥ firstCol (resolvent ω T))
      + resolvent ω T (Fin.last p) 0 • r := by
    rw [h1]
    exact (neg_add_cancel_right _ _).symm
  have h5 : resolvent ω A * (ω • (1 : Matrix n n K) - A) = 1 :=
    nonsing_inv_mul _ (isUnit_iff_ne_zero.mpr hA)
  rw [h4, mulVec_add, mulVec_mulVec, h5, one_mulVec, mulVec_smul]
```

`response_function` gives the full identity for w₀ · G v₀. In the proof, `hl` is the left response vector, `h1` evaluates the Lanczos part as g₀₀, and `h2` turns w₀ · G r into g₀ₚ (s · G r). The remainder still contains the exact resolvent, so the theorem is an identity for the error and not a bound on its size.

```lean
/-- The resolvent element `w₁ᵀ (ω - A)⁻¹ v₁` equals `g₁₁ + g₁ₖ gₖ₁ sᵀ (ω - A)⁻¹ r`, where `g = (ω -
T)⁻¹`. -/
theorem response_function (L : IsTwoSidedLanczos A V W T r s) (ω : K)
    (hA : (ω • (1 : Matrix n n K) - A).det ≠ 0)
    (hT : (ω • (1 : Matrix (Fin (p + 1)) (Fin (p + 1)) K) - T).det ≠ 0) :
    firstCol W ⬝ᵥ (resolvent ω A *ᵥ firstCol V) = resolvent ω T 0 0
      + resolvent ω T 0 (Fin.last p) * resolvent ω T (Fin.last p) 0
        * (s ⬝ᵥ (resolvent ω A *ᵥ r)) := by
  have gA : resolvent ω Aᵀ = (resolvent ω A)ᵀ := by
    unfold resolvent
    rw [shift_transpose, transpose_nonsing_inv]
  have gT : resolvent ω Tᵀ = (resolvent ω T)ᵀ := by
    unfold resolvent
    rw [shift_transpose, transpose_nonsing_inv]
  -- the left response vector, from the recursion for the transpose
  have hl := response_vector L.left ω (by rwa [shift_transpose, det_transpose])
    (by rwa [shift_transpose, det_transpose])
  rw [gA, gT] at hl
  have h1 : firstCol W ⬝ᵥ (V *ᵥ firstCol (resolvent ω T)) = resolvent ω T 0 0 := by
    have h := overlap L (firstCol (1 : Matrix (Fin (p + 1)) (Fin (p + 1)) K))
      (firstCol (resolvent ω T)) 0
    rw [mulVec_firstCol_one, zero_smul, add_zero] at h
    rw [h]
    simp [firstCol, dotProduct, Matrix.one_apply]
  have h2 : firstCol W ⬝ᵥ (resolvent ω A *ᵥ r)
      = resolvent ω T 0 (Fin.last p) * (s ⬝ᵥ (resolvent ω A *ᵥ r)) := by
    have h := overlap L (firstCol (resolvent ω T)ᵀ) 0 1
    rw [mulVec_zero, zero_add, one_smul, dotProduct_zero] at h
    rw [dotProduct_mulVec, ← mulVec_transpose, hl, add_dotProduct, h, zero_add,
      smul_dotProduct, mulVec_transpose, ← dotProduct_mulVec, smul_eq_mul, transpose_apply]
  rw [response_vector L.right ω hA hT, dotProduct_add, dotProduct_smul, h1, h2, smul_eq_mul]
  ring
```

## A nonsymmetric 3 × 3 example

The last theorem exhibits rational data with p = 1, hence k = 2, that satisfy every hypothesis with V ≠ W and both residuals nonzero. The proof checks the matrix equations entry by entry; tridiagonality is automatic for a 2 × 2 matrix.

For these data the moments of order 0 to 3 are 1, 1, 7 and 37, from A and from T alike. At order 4, direct multiplication gives 379 for A and 199 for T, so agreement ends at 2k − 1 = 3 in this example.

```lean
/-- Two steps of asymmetric Lanczos for an explicit nonsymmetric 3 × 3 matrix, with different
left and right bases and nonzero residuals. -/
theorem isTwoSidedLanczos_witness :
    IsTwoSidedLanczos (K := ℚ) (p := 1) !![4, 2, 5; 3, 1, 5; 0, 6, 7]
      !![1, 1; 0, 1; 0, 0] !![1, 0; -1, 1; 0, 0] !![1, 2; 3, 4] ![0, 0, 6] ![0, 0, 5] where
  biorth := by
    ext i j
    fin_cases i <;> fin_cases j <;> simp [Matrix.mul_apply, Fin.sum_univ_succ]
  tridiag := by
    intro i j h
    omega
  right := by
    unfold Recursion
    ext i j
    rw [Matrix.add_apply, vecMulVec_apply, Matrix.mul_apply, Matrix.mul_apply]
    fin_cases i <;> fin_cases j <;>
      norm_num [Fin.sum_univ_succ, Pi.single_apply, Fin.ext_iff]
  left := by
    unfold Recursion
    ext i j
    rw [Matrix.add_apply, vecMulVec_apply, Matrix.mul_apply, Matrix.mul_apply]
    fin_cases i <;> fin_cases j <;>
      norm_num [Fin.sum_univ_succ, Pi.single_apply, Fin.ext_iff]
  residual := by
    ext i
    fin_cases i <;> simp [mulVec, dotProduct, Fin.sum_univ_succ]

end

end TwoSidedLanczos
```

```lean
#print axioms TwoSidedLanczos.moments_match
-- 'TwoSidedLanczos.moments_match' depends on axioms: [propext, Classical.choice, Quot.sound]
#print axioms TwoSidedLanczos.response_function
-- 'TwoSidedLanczos.response_function' depends on axioms: [propext, Classical.choice, Quot.sound]
```
